# Classical motion in a Morse well below the dissociation energy

A stretched diatomic bond, once released, oscillates. In the Morse potential, which flattens towards dissociation, a more energetic oscillation takes longer and spends more of its time at large separation. Its position can be written explicitly as a function of time.

Let $x$ be the displacement from the equilibrium bond length, $m>0$ the reduced mass, $D>0$ the well depth and $a>0$ an inverse length that sets the range.

```lean
import Mathlib

open Real

namespace MorseClassicalMotion

noncomputable section
```

The potential is $V(x)=D(1-e^{-ax})^2$, with its zero at the minimum and dissociation at energy $D$.

```lean
/-- The Morse potential with well depth `D` and range parameter `a`. -/
def morseV (D a x : ℝ) : ℝ := D * (1 - exp (-a * x)) ^ 2
```

With velocity $v$, the energy is $E=\tfrac m2v^2+V(x)$.

```lean
/-- Kinetic plus potential energy of a particle of mass `m` at position `x` with velocity `v`. -/
def morseEnergy (D a m x v : ℝ) : ℝ := m / 2 * v ^ 2 + morseV D a x
```

A motion is a pair of functions with $x'=v$ and $v'=-V'(x)/m$ at every real time. `HasDerivAt` says that each derivative exists and has the given value; the force comes from the actual derivative of $V$.

```lean
/-- Newton's equation in the Morse potential, for position `x` and velocity `v` at all times. -/
def IsMorseMotion (D a m : ℝ) (x v : ℝ → ℝ) : Prop :=
  ∀ t, HasDerivAt x (v t) t ∧ HasDerivAt v (-deriv (morseV D a) (x t) / m) t
```

Write $E=eD$, with $e$ dimensionless; in the powers $e^{-ax}$ and $e^{ax}$ the letter still means the base of the natural exponential. Since $V''(0)=2Da^2$, the harmonic frequency is $\omega=\sqrt{2Da^2/m}$. The frequency at energy $eD$ will be $W=\omega\sqrt{1-e}$.

```lean
/-- The angular frequency at energy `e D`: the harmonic frequency times `√(1 - e)`. -/
def morseFreq (D a m e : ℝ) : ℝ := √(2 * D * a ^ 2 / m) * √(1 - e)
```

The proposed position is
$$x(t)=\frac1a\ln\frac{1-\sqrt e\cos Wt}{1-e}.$$

```lean
/-- The closed formula for the position at time `t`. -/
def morseX (D a m e t : ℝ) : ℝ :=
  log ((1 - √e * cos (morseFreq D a m e * t)) / (1 - e)) / a
```

Its velocity, with $s=\sin Wt$, $c=\cos Wt$ and $Q=1-\sqrt e\,c$, is $v=\sqrt e\,Ws/(aQ)$.

```lean
/-- The closed formula for the velocity at time `t`. -/
def morseVel (D a m e t : ℝ) : ℝ :=
  √e * morseFreq D a m e * sin (morseFreq D a m e * t) /
    (a * (1 - √e * cos (morseFreq D a m e * t)))
```

## The formula satisfies Newton's equation

The chain rule gives $V'(x)=2Da\,e^{-ax}(1-e^{-ax})$.

```lean
variable {D a m e : ℝ}

/-- The slope of the Morse potential. -/
theorem hasDerivAt_morseV (D a x : ℝ) :
    HasDerivAt (morseV D a) (2 * D * a * exp (-a * x) * (1 - exp (-a * x))) x := by
  have heq : morseV D a = fun y => D * ((1 - exp (-a * y)) * (1 - exp (-a * y))) := by
    funext y
    simp only [morseV]
    ring
  have h0 : HasDerivAt (fun y : ℝ => -a * y) (-a) x :=
    ((hasDerivAt_id' x).const_mul (-a)).congr_deriv (by ring)
  have h1 := h0.exp.const_sub 1
  rw [heq]
  exact ((h1.fun_mul h1).const_mul D).congr_deriv (by ring)
```

Squaring the frequency gives $W^2=(2Da^2/m)(1-e)$.

```lean
/-- The square of the angular frequency at energy `e D`. -/
theorem morseFreq_sq (hD : 0 < D) (hm : 0 < m) (he : e < 1) :
    morseFreq D a m e ^ 2 = 2 * D * a ^ 2 / m * (1 - e) := by
  unfold morseFreq
  rw [mul_pow, Real.sq_sqrt (by positivity), Real.sq_sqrt (by linarith)]
```

For $e<1$ we have $\sqrt e<1$, so $Q>0$ and the logarithm is defined at all times.

```lean
/-- For `e < 1` the quantity `1 - √e cos θ` is positive at every phase `θ`. -/
theorem one_sub_cos_pos (he : e < 1) (θ : ℝ) : 0 < 1 - √e * cos θ := by
  have h1 : √e < 1 := (Real.sqrt_lt' one_pos).2 (by linarith)
  have h2 := mul_nonneg (Real.sqrt_nonneg e) (sub_nonneg.2 (Real.cos_le_one θ))
  linarith
```

Along the formula, $e^{-ax}=(1-e)/Q$, hence $1-e^{-ax}=\sqrt e(\sqrt e-c)/Q$. Differentiating $x$ gives $v$, and differentiating $v$ gives
$$v'=\frac{\sqrt e\,W^2(cQ-\sqrt e\,s^2)}{aQ^2}=\frac{\sqrt e\,W^2(c-\sqrt e)}{aQ^2}=-\frac{V'(x)}m,$$
using $s^2+c^2=1$ and then the value of $W^2$. The energy is
$$E=\frac{De\,[(1-e)s^2+(\sqrt e-c)^2]}{Q^2}=eD,$$
because the bracket equals $Q^2$.

The theorem assumes $0\le e<1$; at $e=0$ the particle rests at the minimum. In the proof, `hexp` and `hdisp` are the two exponential identities, and each `key` is the algebra for one of the three claims: velocity, acceleration and energy.

```lean
/-- **Classical motion in a Morse well.** The closed formula solves Newton's equation, and its
energy is `e D` at all times. -/
theorem morseX_isMotion (hD : 0 < D) (ha : 0 < a) (hm : 0 < m) (he0 : 0 ≤ e) (he : e < 1) :
    IsMorseMotion D a m (morseX D a m e) (morseVel D a m e) ∧
      ∀ t, morseEnergy D a m (morseX D a m e t) (morseVel D a m e t) = e * D := by
  have h1 : 0 < 1 - e := by linarith
  have h1' : 1 - e ≠ 0 := h1.ne'
  have ha' : a ≠ 0 := ha.ne'
  have hm' : m ≠ 0 := hm.ne'
  have hW := morseFreq_sq (a := a) hD hm he
  have hr : √e ^ 2 = e := Real.sq_sqrt he0
  -- the exponential `exp (-a x)` along the formula
  have hexp : ∀ t, exp (-a * morseX D a m e t)
      = (1 - e) / (1 - √e * cos (morseFreq D a m e * t)) := by
    intro t
    have h : -a * morseX D a m e t
        = -log ((1 - √e * cos (morseFreq D a m e * t)) / (1 - e)) := by
      unfold morseX
      field_simp
    rw [h, Real.exp_neg, Real.exp_log (div_pos (one_sub_cos_pos he _) h1), inv_div]
  have hdisp : ∀ c q : ℝ, q ≠ 0 → q = 1 - √e * c →
      1 - (1 - e) / q = √e * (√e - c) / q := by
    intro c q hq0 hq
    have h : q - (1 - e) = √e * (√e - c) := by linear_combination hq - hr
    rw [← h, sub_div q (1 - e) q, div_self hq0]
  generalize hWd : morseFreq D a m e = W at hW hexp
  refine ⟨fun t => ?_, fun t => ?_⟩
  · have hq0 := (one_sub_cos_pos he (W * t)).ne'
    have hθ : HasDerivAt (fun s : ℝ => W * s) W t :=
      ((hasDerivAt_id' t).const_mul W).congr_deriv (by ring)
    have hQ := (hθ.cos.const_mul (√e)).const_sub 1
    constructor
    · have key : ∀ s q : ℝ, q ≠ 0 →
          -(√e * (-s * W)) / (1 - e) / (q / (1 - e)) / a = √e * W * s / (a * q) := by
        intro s q hq
        have h : -(√e * (-s * W)) = √e * W * s := by ring
        rw [h]
        field_simp
      have hX := ((hQ.div_const (1 - e)).log (div_ne_zero hq0 h1')).div_const a
      unfold morseX morseVel
      rw [hWd]
      exact hX.congr_deriv (key _ _ hq0)
    · have key : ∀ s c q : ℝ, q ≠ 0 → q = 1 - √e * c → s ^ 2 + c ^ 2 = 1 →
          (√e * W * (c * W) * (a * q) - √e * W * s * (a * -(√e * (-s * W)))) / (a * q) ^ 2
            = -(2 * D * a * ((1 - e) / q) * (1 - (1 - e) / q)) / m := by
        intro s c q hq0 hq hsc
        have num : √e * W * (c * W) * (a * q) - √e * W * s * (a * -(√e * (-s * W)))
            = a * √e * (c - √e) * W ^ 2 := by
          linear_combination (√e * W ^ 2 * a * c) * hq - (√e ^ 2 * W ^ 2 * a) * hsc
        rw [num, hW, hdisp c q hq0 hq]
        field_simp
        ring
      have hV := (hθ.sin.const_mul (√e * W)).fun_div (hQ.const_mul a) (mul_ne_zero ha' hq0)
      rw [(hasDerivAt_morseV D a _).deriv, hexp t]
      unfold morseVel
      rw [hWd]
      exact hV.congr_deriv (key _ _ _ hq0 rfl (Real.sin_sq_add_cos_sq _))
  · have key : ∀ s c q : ℝ, q ≠ 0 → q = 1 - √e * c → s ^ 2 + c ^ 2 = 1 →
        m / 2 * (√e * W * s / (a * q)) ^ 2 + D * (1 - (1 - e) / q) ^ 2 = e * D := by
      intro s c q hq0 hq hsc
      have hk : m / 2 * (√e * W * s / (a * q)) ^ 2 = D * e * ((1 - e) * s ^ 2) / q ^ 2 := by
        rw [div_pow, mul_pow, mul_pow, hr, hW]
        field_simp
      have hp : D * (√e * (√e - c) / q) ^ 2 = D * e * (√e - c) ^ 2 / q ^ 2 := by
        rw [div_pow, mul_pow, hr]
        ring
      have hs : (1 - e) * s ^ 2 + (√e - c) ^ 2 = q ^ 2 := by
        rw [hq]
        linear_combination (1 - e) * hsc + (1 - c ^ 2) * hr
      rw [hdisp c q hq0 hq, hk, hp, ← add_div, ← mul_add, hs,
        div_eq_iff (pow_ne_zero 2 hq0)]
      ring
    unfold morseEnergy morseV
    rw [hexp t]
    unfold morseVel
    rw [hWd]
    exact key _ _ _ (one_sub_cos_pos he _).ne' rfl (Real.sin_sq_add_cos_sq _)
```

## Every motion with energy below $D$ has this form

For any motion, $E'=mvv'+V'(x)v=0$, and a function with zero derivative everywhere is constant.

```lean
/-- Energy is conserved along every motion in the Morse potential. -/
theorem energy_conserved (hm : 0 < m) {x v : ℝ → ℝ} (h : IsMorseMotion D a m x v) (t : ℝ) :
    morseEnergy D a m (x t) (v t) = morseEnergy D a m (x 0) (v 0) := by
  have hmm : m * m⁻¹ = 1 := mul_inv_cancel₀ hm.ne'
  have hd : ∀ s, HasDerivAt (fun s => m / 2 * (v s * v s) + morseV D a (x s)) 0 s := by
    intro s
    obtain ⟨hx, hv⟩ := h s
    have hV := (hasDerivAt_morseV D a (x s)).differentiableAt.hasDerivAt.comp s hx
    exact (((hv.fun_mul hv).const_mul (m / 2)).fun_add hV).congr_deriv (by
      linear_combination (-(deriv (morseV D a) (x s) * v s)) * hmm)
  have hc := is_const_of_deriv_eq_zero (fun s => (hd s).differentiableAt)
    (fun s => (hd s).deriv) t 0
  unfold morseEnergy
  linear_combination hc
```

Put $u=e^{ax}$. Then $u'=avu$ and $u''=av'u+a^2v^2u$. Newton's equation and the energy give
$$av'u=-\frac{2Da^2}m\left(1-\frac1u\right),\qquad a^2v^2u=\frac{2Da^2}m\left(eu-u+2-\frac1u\right).$$
Their sum is linear in $u$: $u''=(2Da^2/m)\,(1-(1-e)u)$.

```lean
/-- Along a motion of energy `e D`, the variable `u = exp (a x)` obeys the linear equation
`u'' = (2 D a² / m) (1 - (1 - e) u)`. -/
theorem exp_coordinate_linear (hm : 0 < m) {x v : ℝ → ℝ} (h : IsMorseMotion D a m x v)
    (hE : morseEnergy D a m (x 0) (v 0) = e * D) (t : ℝ) :
    HasDerivAt (fun s => exp (a * x s)) (a * v t * exp (a * x t)) t ∧
      HasDerivAt (fun s => a * v s * exp (a * x s))
        (2 * D * a ^ 2 / m * (1 - (1 - e) * exp (a * x t))) t := by
  obtain ⟨hx, hv⟩ := h t
  have hmm : m * m⁻¹ = 1 := mul_inv_cancel₀ hm.ne'
  have hEt := (energy_conserved hm h t).trans hE
  unfold morseEnergy morseV at hEt
  have huE : exp (a * x t) * exp (-a * x t) = 1 := by
    rw [← Real.exp_add]
    simp
  have hu := (hx.const_mul a).exp
  rw [(hasDerivAt_morseV D a _).deriv] at hv
  refine ⟨hu.congr_deriv (by ring), ((hv.const_mul a).fun_mul hu).congr_deriv ?_⟩
  linear_combination (2 * a ^ 2 * exp (a * x t) / m) * hEt + (2 * D * a ^ 2 / m) * huE
    - a ^ 2 * exp (a * x t) * v t ^ 2 * hmm
```

A harmonic system $p'=-Wq$, $q'=Wp$ is solved in rotating coordinates: $p\cos Wt+q\sin Wt$ and $q\cos Wt-p\sin Wt$ have zero derivative, so they keep their initial values $p(0)$ and $q(0)$. Therefore $p(t)=p(0)\cos Wt-q(0)\sin Wt$.

```lean
/-- In the harmonic system `p' = -W q`, `q' = W p`, the component `p` at time `t` is `p 0 * cos (W
t) - q 0 * sin (W t)`. -/
theorem harmonic_rotation {W : ℝ} {p q : ℝ → ℝ} (hp : ∀ t, HasDerivAt p (-(W * q t)) t)
    (hq : ∀ t, HasDerivAt q (W * p t) t) (t : ℝ) :
    p t = p 0 * cos (W * t) - q 0 * sin (W * t) := by
  have hθ : ∀ s, HasDerivAt (fun s : ℝ => W * s) W s := fun s =>
    ((hasDerivAt_id' s).const_mul W).congr_deriv (by ring)
  -- both coordinates in the rotating frame are constant
  have dA : ∀ s, HasDerivAt (fun s => p s * cos (W * s) + q s * sin (W * s)) 0 s := fun s =>
    (((hp s).fun_mul (hθ s).cos).fun_add ((hq s).fun_mul (hθ s).sin)).congr_deriv (by ring)
  have dB : ∀ s, HasDerivAt (fun s => q s * cos (W * s) - p s * sin (W * s)) 0 s := fun s =>
    (((hq s).fun_mul (hθ s).cos).fun_sub ((hp s).fun_mul (hθ s).sin)).congr_deriv (by ring)
  have hA := is_const_of_deriv_eq_zero (fun s => (dA s).differentiableAt)
    (fun s => (dA s).deriv) t 0
  have hB := is_const_of_deriv_eq_zero (fun s => (dB s).differentiableAt)
    (fun s => (dB s).deriv) t 0
  simp only [mul_zero, Real.cos_zero, Real.sin_zero, mul_one, add_zero, sub_zero] at hA hB
  linear_combination cos (W * t) * hA - sin (W * t) * hB
    - p t * Real.sin_sq_add_cos_sq (W * t)
```

Take $p=1-(1-e)u$ and $q=(1-e)u'/W$, which satisfy this system. At time zero the energy gives $q^2=(1-e)(eu^2-(u-1)^2)$, so $p^2+q^2=e$. Hence $p(0)=\sqrt e\cos\varphi$ and $q(0)=\sqrt e\sin\varphi$ for some phase $\varphi$, which Lean takes from the argument of a complex number. Then $p(t)=\sqrt e\cos(Wt+\varphi)$; solving for $u$ and taking the logarithm gives the formula shifted by $t_0=\varphi/W$. The condition $e\ge0$ need not be assumed here, since the energy implies it.

```lean
/-- Every motion in the Morse potential with energy `e D`, `e < 1`, is the closed formula up to
a shift of time. -/
theorem motion_eq_morseX (hD : 0 < D) (ha : 0 < a) (hm : 0 < m) (he : e < 1)
    {x v : ℝ → ℝ} (h : IsMorseMotion D a m x v)
    (hE : morseEnergy D a m (x 0) (v 0) = e * D) :
    ∃ t₀, ∀ t, x t = morseX D a m e (t + t₀) := by
  have h1 : 0 < 1 - e := by linarith
  have h1' : 1 - e ≠ 0 := h1.ne'
  have hWsq := morseFreq_sq (a := a) hD hm he
  have hWpos : 0 < morseFreq D a m e :=
    mul_pos (Real.sqrt_pos.2 (by positivity)) (Real.sqrt_pos.2 h1)
  unfold morseX
  generalize morseFreq D a m e = W at hWsq hWpos
  have hW0 : W ≠ 0 := hWpos.ne'
  have hp : ∀ t, HasDerivAt (fun s => 1 - (1 - e) * exp (a * x s))
      (-(W * ((1 - e) * (a * v t * exp (a * x t)) / W))) t := fun t =>
    (((exp_coordinate_linear hm h hE t).1.const_mul (1 - e)).const_sub 1).congr_deriv
      (by field_simp)
  have hq : ∀ t, HasDerivAt (fun s => (1 - e) * (a * v s * exp (a * x s)) / W)
      (W * (1 - (1 - e) * exp (a * x t))) t := fun t =>
    (((exp_coordinate_linear hm h hE t).2.const_mul (1 - e)).div_const W).congr_deriv (by
      rw [div_eq_iff hW0]
      linear_combination (-(1 - (1 - e) * exp (a * x t))) * hWsq)
  have hsol := harmonic_rotation hp hq
  -- the energy fixes the amplitude
  have hcirc : (1 - (1 - e) * exp (a * x 0)) ^ 2
      + ((1 - e) * (a * v 0 * exp (a * x 0)) / W) ^ 2 = e := by
    have huE : exp (a * x 0) * exp (-a * x 0) = 1 := by
      rw [← Real.exp_add]
      simp
    have hK : m * v 0 ^ 2 / (2 * D) = e - (1 - exp (-a * x 0)) ^ 2 := by
      unfold morseEnergy morseV at hE
      rw [div_eq_iff (by positivity)]
      linear_combination 2 * hE
    have hS : ((1 - e) * (a * v 0 * exp (a * x 0)) / W) ^ 2
        = (1 - e) * exp (a * x 0) ^ 2 * (m * v 0 ^ 2 / (2 * D)) := by
      rw [div_pow, hWsq]
      generalize exp (a * x 0) = u
      field_simp
    rw [hS, hK]
    linear_combination
      (1 - e) * (2 * exp (a * x 0) - exp (a * x 0) * exp (-a * x 0) - 1) * huE
  -- a point on the circle of radius `√e` has a phase
  have phase : ∀ p q : ℝ, p ^ 2 + q ^ 2 = e → ∃ φ, √e * cos φ = p ∧ √e * sin φ = q := by
    intro p q hpq
    have hn : ‖(⟨p, q⟩ : ℂ)‖ ^ 2 = e := by
      rw [Complex.sq_norm, Complex.normSq_mk]
      linarith
    have hz : √e = ‖(⟨p, q⟩ : ℂ)‖ := by
      rw [← hn, Real.sqrt_sq (norm_nonneg _)]
    rw [hz]
    exact ⟨Complex.arg ⟨p, q⟩, Complex.norm_mul_cos_arg _, Complex.norm_mul_sin_arg _⟩
  obtain ⟨φ, hc, hs⟩ := phase _ _ hcirc
  refine ⟨φ / W, fun t => ?_⟩
  have harg : W * (t + φ / W) = W * t + φ := by field_simp
  have hu : exp (a * x t) = (1 - √e * cos (W * (t + φ / W))) / (1 - e) := by
    rw [eq_div_iff h1', harg, Real.cos_add]
    linear_combination -(hsol t) + cos (W * t) * hc - sin (W * t) * hs
  rw [← hu, Real.log_exp]
  field_simp
```

## Period and turning points

If $WT=2\pi$, the cosine, and with it the position, repeats after $T$.

```lean
/-- The motion repeats after a time `T` in which the phase advances by `2π`. -/
theorem morseX_periodic {T : ℝ} (hT : morseFreq D a m e * T = 2 * π) :
    Function.Periodic (morseX D a m e) T := by
  intro t
  unfold morseX
  rw [mul_add, hT, Real.cos_add_two_pi]
```

The position increases with $Q$, which lies between $1-\sqrt e$ and $1+\sqrt e$. Since $1-e=(1-\sqrt e)(1+\sqrt e)$, the turning points are $-\ln(1+\sqrt e)/a$ and $-\ln(1-\sqrt e)/a$. In this theorem `T` is half a period, $WT=\pi$.

```lean
/-- The position stays between its values at phase `0` and phase `π`, which are
`-log (1 + √e) / a` and `-log (1 - √e) / a`. -/
theorem morseX_turning_points (ha : 0 < a) (he0 : 0 ≤ e) (he : e < 1) {T : ℝ}
    (hT : morseFreq D a m e * T = π) :
    morseX D a m e 0 = -log (1 + √e) / a ∧ morseX D a m e T = -log (1 - √e) / a ∧
      ∀ t, morseX D a m e 0 ≤ morseX D a m e t ∧ morseX D a m e t ≤ morseX D a m e T := by
  have h1 : 0 < 1 - e := by linarith
  have hr : √e ^ 2 = e := Real.sq_sqrt he0
  have hr0 := Real.sqrt_nonneg e
  have hr1 : √e < 1 := (Real.sqrt_lt' one_pos).2 (by linarith)
  have hplus : 1 + √e ≠ 0 := by linarith
  have hminus : 1 - √e ≠ 0 := by linarith
  have mono : ∀ p q : ℝ, 0 < p → p ≤ q → log (p / (1 - e)) / a ≤ log (q / (1 - e)) / a :=
    fun p q hp hpq => div_le_div_of_nonneg_right
      (Real.log_le_log (div_pos hp h1) (div_le_div_of_nonneg_right hpq h1.le)) ha.le
  have e0 : morseX D a m e 0 = log ((1 - √e) / (1 - e)) / a := by
    simp [morseX]
  have eT : morseX D a m e T = log ((1 + √e) / (1 - e)) / a := by
    unfold morseX
    rw [hT, Real.cos_pi]
    congr 3
    ring
  have i0 : (1 - √e) / (1 - e) = (1 + √e)⁻¹ := by
    rw [div_eq_iff h1.ne', eq_inv_mul_iff_mul_eq₀ hplus]
    linear_combination -hr
  have iT : (1 + √e) / (1 - e) = (1 - √e)⁻¹ := by
    rw [div_eq_iff h1.ne', eq_inv_mul_iff_mul_eq₀ hminus]
    linear_combination -hr
  refine ⟨by rw [e0, i0, Real.log_inv], by rw [eT, iT, Real.log_inv], fun t => ⟨?_, ?_⟩⟩
  · rw [e0]
    refine mono _ _ (by linarith) ?_
    nlinarith [Real.cos_le_one (morseFreq D a m e * t)]
  · rw [eT]
    refine mono _ _ (one_sub_cos_pos he _) ?_
    nlinarith [Real.neg_one_le_cos (morseFreq D a m e * t)]

end

end MorseClassicalMotion
```

```lean
#print axioms MorseClassicalMotion.morseX_isMotion
#print axioms MorseClassicalMotion.motion_eq_morseX
#print axioms MorseClassicalMotion.morseX_periodic
#print axioms MorseClassicalMotion.morseX_turning_points
```

```
'MorseClassicalMotion.morseX_isMotion' depends on axioms: [propext, Classical.choice, Quot.sound]
'MorseClassicalMotion.motion_eq_morseX' depends on axioms: [propext, Classical.choice, Quot.sound]
'MorseClassicalMotion.morseX_periodic' depends on axioms: [propext, Classical.choice, Quot.sound]
'MorseClassicalMotion.morseX_turning_points' depends on axioms: [propext, Classical.choice, Quot.sound]
```

For $e=1/4$, the turning points are $-\ln(3/2)/a\approx-0.405/a$ and $\ln 2/a\approx0.693/a$. At both, $(1-e^{-ax})^2=1/4$, as it must be where the velocity vanishes. The period is $1/\sqrt{3/4}\approx1.155$ times the harmonic one.

Newton's equation could also have been stated for $x$ alone, with `deriv` applied twice. Differentiability would then be a separate hypothesis in the converse, because Lean's `deriv` returns zero where no derivative exists.

The formula supplies a reference trajectory for a molecular dynamics integrator, for one classical bond without rotation or coupling to other modes. The closed formula does not cover energies at or above $D$. The model lets $x$ range over the whole real line and does not itself require a positive bond length; below $D$ the inner turning point gives $x>-\ln 2/a$, so the bond length stays positive if its equilibrium value is at least $\ln 2/a$.
